# Accelerated gradient on a positive semidefinite quadratic: excess energy at most 2L‖x_0 − z‖²/(k+1)²

When a symmetric system Ax = b has eigenvalues at or near zero, the familiar estimate for gradient descent becomes weak: its contraction factor 1 − μ/L, with μ the smallest and L the largest eigenvalue, is close to 1 and guarantees little progress per step, or none if μ = 0. Soft modes in a harmonic energy have this effect. If no eigenvalue is negative and a solution z exists (often written x⋆), gradient descent with step 1/L still has a bound of order 1/k on the excess energy after k steps, and for a given distance ‖x_0 − z‖ that bound does not depend on μ. The accelerated iteration improves the order to 1/k². From here on, L may be any positive upper bound on the eigenvalues.

The energy and iteration are

f(x) = ⟨x, Ax⟩/2 − ⟨b, x⟩

x_k = y_k − (Ay_k − b)/L, y_1 = x_0

y_(k+1) = x_k + ((k−1)/(k+2))(x_k − x_(k−1)), k ≥ 1.

In Lean, `E` is a real inner product space and `A` a linear map on it. Entry k of `iterates` is the pair (x_k, y_(k+1)). The coefficient appears as k/(k+3) because that line builds y_(k+2).

```lean
import Mathlib

open scoped InnerProductSpace

namespace AcceleratedGradient

noncomputable section

variable {E : Type*} [NormedAddCommGroup E] [InnerProductSpace ℝ E]

/-- The quadratic energy `f(x) = ⟨x, A x⟩ / 2 - ⟨b, x⟩`. -/
def energy (A : E →ₗ[ℝ] E) (b x : E) : ℝ := ⟪x, A x⟫_ℝ / 2 - ⟪b, x⟫_ℝ

/-- The gradient step `y - (A y - b) / L`, for `L ≠ 0`. -/
def gradStep (A : E →ₗ[ℝ] E) (b : E) (L : ℝ) (y : E) : E := y - L⁻¹ • (A y - b)

/-- The accelerated iteration, for `L ≠ 0`: the `k`-th entry is the pair `(x_k, y_(k+1))`,
started from `y_1 = x_0`. -/
def iterates (A : E →ₗ[ℝ] E) (b : E) (L : ℝ) (x₀ : E) : ℕ → E × E
  | 0 => (x₀, x₀)
  | k + 1 =>
    (gradStep A b L (iterates A b L x₀ k).2,
      gradStep A b L (iterates A b L x₀ k).2 + ((k : ℝ) / (k + 3)) •
        (gradStep A b L (iterates A b L x₀ k).2 - (iterates A b L x₀ k).1))
```

## Symmetry: the force comes from the energy

`A.IsSymmetric` says ⟨Ax, y⟩ = ⟨x, Ay⟩, as for a Hessian. Put d = u − y. Symmetry merges the two cross terms of ⟨y+d, A(y+d)⟩/2 into ⟨Ay, d⟩, so

f(u) = f(y) + ⟨Ay − b, u − y⟩ + ⟨u − y, A(u − y)⟩/2.

At y = z the linear term vanishes, which leaves

f(x) − f(z) = ⟨x − z, A(x − z)⟩/2.

Without symmetry, Ay − b is in general not the gradient of f. The first lemma, in which u is called `z` and may be any point, expands the inner products and uses symmetry to identify the cross terms; the second applies the first at a solution.

```lean
variable {A : E →ₗ[ℝ] E} {b : E} {L : ℝ}

/-- For symmetric `A` the energy equals its second-order expansion about any point `y`,
with gradient `A y - b`. -/
theorem energy_expansion (hA : A.IsSymmetric) (y z : E) :
    energy A b z = energy A b y + ⟪A y - b, z - y⟫_ℝ + ⟪z - y, A (z - y)⟫_ℝ / 2 := by
  have h1 : ⟪A y, z⟫_ℝ = ⟪y, A z⟫_ℝ := hA y z
  have h2 : ⟪z, A y⟫_ℝ = ⟪A y, z⟫_ℝ := real_inner_comm _ _
  have h3 : ⟪A y, y⟫_ℝ = ⟪y, A y⟫_ℝ := hA y y
  simp only [energy, map_sub, inner_sub_left, inner_sub_right]
  linarith

/-- For symmetric `A` and a solution `z` of `A z = b`, the excess energy of `x` is half the
quadratic form of the error `x - z`. -/
theorem energy_excess (hA : A.IsSymmetric) {z : E} (hz : A z = b) (x : E) :
    energy A b x - energy A b z = ⟪x - z, A (x - z)⟫_ℝ / 2 := by
  have h := energy_expansion (b := b) hA z x
  rw [hz, sub_self, inner_zero_left] at h
  linarith
```

## Positive L: a finite step length

L is a stiffness scale and 1/L the step length. Writing p for the gradient step from y,

Ay − b = L(y − p).

`gradient_eq` cancels L against its inverse. The step itself moves y by p − y, against the gradient; the displacement named in the docstring is the opposite vector, y − p. Under the curvature bounds below, L = 0 would force A = 0 and leave no step length.

```lean
/-- For `L ≠ 0` the gradient at `y` is `L` times the displacement made by the gradient step. -/
theorem gradient_eq (hL : L ≠ 0) (y : E) : A y - b = L • (y - gradStep A b L y) := by
  rw [gradStep, sub_sub_cancel, smul_smul, mul_inv_cancel₀ hL, one_smul]
```

## Curvature between 0 and L: stable modes, bounded stiffness

The hypotheses `h0` and `h1` say 0 ≤ ⟨v, Av⟩ ≤ L‖v‖² for every v. In the expansion about y, the upper bound controls f(p) and the lower bound controls f(u):

f(p) ≤ f(y) − (L/2)‖y − p‖²

f(u) ≥ f(y) − L⟨y − p, y − u⟩.

Subtracting gives

f(p) − f(u) ≤ L⟨y − p, y − u⟩ − (L/2)‖y − p‖².

In the proof, where u is called `z`, `up` and `low` are the curvature bounds at p − y and u − y that enter these estimates.

Without the lower bound, the residual estimate below can fail: in one dimension with A = −L, b = 0 and x_0 ≠ 0, x_1 = 2x_0 has residual 2L|x_0|, against an allowed L|x_0|. The upper bound cannot be relaxed to 2L‖v‖²: for A = 2L and b = 0, x_1 = −x_0 has excess energy Lx_0², against an allowed Lx_0²/2.

```lean
/-- For symmetric `A` with `0 ≤ ⟨v, A v⟩ ≤ L ‖v‖²` and `L > 0`, the energy after a gradient
step from `y` is compared with the energy at an arbitrary point `z`. -/
theorem gradStep_descent (hA : A.IsSymmetric) (hL : 0 < L) (h0 : ∀ v, 0 ≤ ⟪v, A v⟫_ℝ)
    (h1 : ∀ v, ⟪v, A v⟫_ℝ ≤ L * ‖v‖ ^ 2) (y z : E) :
    energy A b (gradStep A b L y) - energy A b z ≤
      L * ⟪y - gradStep A b L y, y - z⟫_ℝ - L / 2 * ‖y - gradStep A b L y‖ ^ 2 := by
  have hg := gradient_eq (A := A) (b := b) hL.ne' y
  generalize gradStep A b L y = p at hg ⊢
  have ep := energy_expansion (b := b) hA y p
  have ez := energy_expansion (b := b) hA y z
  have i1 : ⟪L • (y - p), p - y⟫_ℝ = -(L * ‖y - p‖ ^ 2) := by
    rw [← neg_sub y p, inner_neg_right, real_inner_smul_left, real_inner_self_eq_norm_sq]
  have i2 : ⟪L • (y - p), z - y⟫_ℝ = -(L * ⟪y - p, y - z⟫_ℝ) := by
    rw [← neg_sub y z, inner_neg_right, real_inner_smul_left]
  rw [hg, i1] at ep
  rw [hg, i2] at ez
  -- curvature at most `L` along the step, and convexity towards `z`
  have up := h1 (p - y)
  rw [norm_sub_rev] at up
  have low := h0 (z - y)
  linarith
```

For t ≥ 1, add t² − t times this inequality at u = x to t times it at u = z; both weights are nonnegative. With w = ty − (t−1)x − z = (t−1)(y − x) + (y − z), the right side of the sum is

Lt⟨y − p, w⟩ − (L/2)t²‖y − p‖² = (L/2)(‖w‖² − ‖w − t(y − p)‖²).

Since w − t(y − p) = tp − (t−1)x − z, this gives

t²(f(p) − f(z)) + (L/2)‖tp − (t−1)x − z‖² ≤ (t² − t)(f(x) − f(z)) + (L/2)‖w‖².

In `potential_step`, `a` and `c` are the two inequalities, and the rewrites complete the square.

```lean
/-- One step of the potential argument: for symmetric `A` with `0 ≤ ⟨v, A v⟩ ≤ L ‖v‖²`, `L > 0`
and a weight `t ≥ 1`, a gradient step from `y` trades energy against a squared distance. -/
theorem potential_step (hA : A.IsSymmetric) (hL : 0 < L) (h0 : ∀ v, 0 ≤ ⟪v, A v⟫_ℝ)
    (h1 : ∀ v, ⟪v, A v⟫_ℝ ≤ L * ‖v‖ ^ 2) {t : ℝ} (ht : 1 ≤ t) (x y z : E) :
    t ^ 2 * (energy A b (gradStep A b L y) - energy A b z)
        + L / 2 * ‖t • gradStep A b L y - (t - 1) • x - z‖ ^ 2 ≤
      (t ^ 2 - t) * (energy A b x - energy A b z)
        + L / 2 * ‖t • y - (t - 1) • x - z‖ ^ 2 := by
  have a := gradStep_descent (b := b) hA hL h0 h1 y x
  have c := gradStep_descent (b := b) hA hL h0 h1 y z
  generalize gradStep A b L y = p at a c ⊢
  have e : t • p - (t - 1) • x - z = (t • y - (t - 1) • x - z) - t • (y - p) := by module
  have u : ⟪t • y - (t - 1) • x - z, y - p⟫_ℝ
      = (t - 1) * ⟪y - p, y - x⟫_ℝ + ⟪y - p, y - z⟫_ℝ := by
    rw [show t • y - (t - 1) • x - z = (t - 1) • (y - x) + (y - z) by module,
      real_inner_comm, inner_add_right, real_inner_smul_right]
  -- complete the square
  rw [e, norm_sub_sq_real, real_inner_smul_right, u, norm_smul, mul_pow, Real.norm_eq_abs,
    sq_abs]
  have a' := mul_le_mul_of_nonneg_left a (show 0 ≤ t ^ 2 - t by nlinarith)
  have c' := mul_le_mul_of_nonneg_left c (show 0 ≤ t by linarith)
  linarith
```

## A solution exists: the load can be balanced

`hz` says Az = b: a configuration with zero net force exists. It need not be unique. In finite dimension, if there is none, b has a component along a zero mode and f is unbounded below.

Take t = (k+2)/2, x = x_k, y = y_(k+1) and p = x_(k+1), and define

Φ_k = (k(k+2)/4)(f(x_k) − f(z)) + (L/2)‖((k+2)/2)y_(k+1) − (k/2)x_k − z‖².

The momentum coefficient gives

((k+3)/2)y_(k+2) − ((k+1)/2)x_(k+1) = ((k+2)/2)x_(k+1) − (k/2)x_k,

so the square left by one step is the one in Φ_(k+1). The energy weight (k+1)(k+3)/4 is below t² = (k+2)²/4, and f(x_(k+1)) ≥ f(z) because z solves the system and A is positive semidefinite. Hence Φ_(k+1) ≤ Φ_k ≤ Φ_0 = (L/2)‖x_0 − z‖². The induction in `potential_bound` follows this, with `c` and `e` matching the squares.

```lean
/-- For symmetric `A` with `0 ≤ ⟨v, A v⟩ ≤ L ‖v‖²`, `L > 0` and `A z = b`, the weighted excess
energy plus `L / 2` times a squared distance never exceeds `L ‖x_0 - z‖² / 2` along the iteration.
-/
theorem potential_bound (hA : A.IsSymmetric) (hL : 0 < L) (h0 : ∀ v, 0 ≤ ⟪v, A v⟫_ℝ)
    (h1 : ∀ v, ⟪v, A v⟫_ℝ ≤ L * ‖v‖ ^ 2) {z : E} (hz : A z = b) (x₀ : E) (k : ℕ) :
    (k : ℝ) * (k + 2) / 4 * (energy A b (iterates A b L x₀ k).1 - energy A b z)
      + L / 2 * ‖(((k : ℝ) + 2) / 2) • (iterates A b L x₀ k).2
          - ((k : ℝ) / 2) • (iterates A b L x₀ k).1 - z‖ ^ 2 ≤ L / 2 * ‖x₀ - z‖ ^ 2 := by
  induction k with
  | zero => simp [iterates]
  | succ k ih =>
    have hk : (0 : ℝ) ≤ k := Nat.cast_nonneg k
    have s := potential_step (b := b) hA hL h0 h1 (t := ((k : ℝ) + 2) / 2) (by linarith)
      (iterates A b L x₀ k).1 (iterates A b L x₀ k).2 z
    rw [show ((k : ℝ) + 2) / 2 - 1 = k / 2 by ring] at s
    simp only [iterates]
    push_cast
    generalize (iterates A b L x₀ k).1 = x at s ih ⊢
    generalize (iterates A b L x₀ k).2 = y at s ih ⊢
    have hmin := energy_excess hA hz (gradStep A b L y)
    have hpos := h0 (gradStep A b L y - z)
    generalize gradStep A b L y = p at s hmin hpos ⊢
    -- the momentum coefficient is the one for which the squares telescope
    have c : ((k : ℝ) + 1 + 2) / 2 * (k / (k + 3)) = k / 2 := by
      have h3 : (k : ℝ) + 3 ≠ 0 := by positivity
      calc ((k : ℝ) + 1 + 2) / 2 * (k / (k + 3)) = ((k + 3) / (k + 3)) * (k / 2) := by ring
        _ = k / 2 := by rw [div_self h3, one_mul]
    have e : (((k : ℝ) + 1 + 2) / 2) • (p + ((k : ℝ) / (k + 3)) • (p - x))
        - (((k : ℝ) + 1) / 2) • p - z
        = (((k : ℝ) + 2) / 2) • p - ((k : ℝ) / 2) • x - z := by
      rw [smul_add, smul_smul, c]
      module
    rw [e]
    linarith
```

One more step, with its square discarded, gives

((k+2)²/4)(f(x_(k+1)) − f(z)) ≤ Φ_k ≤ (L/2)‖x_0 − z‖²,

which is the rate at k+1. At k = 0 the upper curvature bound gives f(x_0) − f(z) ≤ (L/2)‖x_0 − z‖², which is stronger than required. `accelerated_rate` therefore states, for every k ≥ 0,

f(x_k) − f(z) ≤ 2L‖x_0 − z‖²/(k+1)².

```lean
/-- Accelerated gradient rate: for symmetric `A` with `0 ≤ ⟨v, A v⟩ ≤ L ‖v‖²`, `L > 0` and
`A z = b`, the excess energy of `x_k` is at most `2 L ‖x_0 - z‖² / (k+1)²`. -/
theorem accelerated_rate (hA : A.IsSymmetric) (hL : 0 < L) (h0 : ∀ v, 0 ≤ ⟪v, A v⟫_ℝ)
    (h1 : ∀ v, ⟪v, A v⟫_ℝ ≤ L * ‖v‖ ^ 2) {z : E} (hz : A z = b) (x₀ : E) (k : ℕ) :
    energy A b (iterates A b L x₀ k).1 - energy A b z
      ≤ 2 * L * ‖x₀ - z‖ ^ 2 / ((k : ℝ) + 1) ^ 2 := by
  rw [le_div_iff₀ (by positivity)]
  cases k with
  | zero =>
    have h := energy_excess hA hz x₀
    have h' := h1 (x₀ - z)
    have hn : 0 ≤ L * ‖x₀ - z‖ ^ 2 := by positivity
    simp only [iterates, Nat.cast_zero]
    linarith
  | succ k =>
    have hk : (0 : ℝ) ≤ k := Nat.cast_nonneg k
    have s := potential_step (b := b) hA hL h0 h1 (t := ((k : ℝ) + 2) / 2) (by linarith)
      (iterates A b L x₀ k).1 (iterates A b L x₀ k).2 z
    rw [show ((k : ℝ) + 2) / 2 - 1 = k / 2 by ring] at s
    have w := potential_bound hA hL h0 h1 hz x₀ k
    have hn : 0 ≤ L / 2 * ‖(((k : ℝ) + 2) / 2) • gradStep A b L (iterates A b L x₀ k).2
        - ((k : ℝ) / 2) • (iterates A b L x₀ k).1 - z‖ ^ 2 := by positivity
    simp only [iterates]
    push_cast
    linarith
```

## Spectrum in [0, L]: the bounds read from eigenvalues

In finite dimension, `hspec` replaces the curvature bounds. With orthonormal eigenvectors e_i and eigenvalues μ_i,

⟨v, Av⟩ = Σ_i μ_i⟨e_i, v⟩², ‖v‖² = Σ_i ⟨e_i, v⟩²,

and 0 ≤ μ_i ≤ L gives both bounds term by term. These sums are `q` and `n`. Without finite dimension, `accelerated_rate` still applies if the curvature bounds are supplied directly.

```lean
/-- The same rate in finite dimension, for symmetric `A` with spectrum in `[0, L]`, `L > 0`,
and `A z = b`. -/
theorem accelerated_rate_of_spectrum [FiniteDimensional ℝ E] (hA : A.IsSymmetric) (hL : 0 < L)
    (hspec : spectrum ℝ A ⊆ Set.Icc 0 L) {z : E} (hz : A z = b) (x₀ : E) (k : ℕ) :
    energy A b (iterates A b L x₀ k).1 - energy A b z
      ≤ 2 * L * ‖x₀ - z‖ ^ 2 / ((k : ℝ) + 1) ^ 2 := by
  let e := hA.eigenvectorBasis rfl
  let μ := hA.eigenvalues rfl
  have hμ : ∀ i, 0 ≤ μ i ∧ μ i ≤ L := fun i =>
    hspec (hA.hasEigenvalue_eigenvalues rfl i).mem_spectrum
  -- the quadratic form and the norm in the eigenbasis
  have q : ∀ v, ⟪v, A v⟫_ℝ = ∑ i, μ i * ⟪e i, v⟫_ℝ ^ 2 := by
    intro v
    rw [← e.sum_inner_mul_inner v (A v)]
    refine Finset.sum_congr rfl fun i _ => ?_
    have hi : A (e i) = μ i • e i := hA.apply_eigenvectorBasis rfl i
    rw [← hA (e i) v, hi, real_inner_smul_left, real_inner_comm (e i) v]
    ring
  have n : ∀ v, ‖v‖ ^ 2 = ∑ i, ⟪e i, v⟫_ℝ ^ 2 := by
    intro v
    rw [← real_inner_self_eq_norm_sq, ← e.sum_inner_mul_inner v v]
    refine Finset.sum_congr rfl fun i _ => ?_
    rw [real_inner_comm (e i) v]
    ring
  refine accelerated_rate hA hL (fun v => ?_) (fun v => ?_) hz x₀ k
  · rw [q]
    exact Finset.sum_nonneg fun i _ => mul_nonneg (hμ i).1 (sq_nonneg _)
  · rw [q, n, Finset.mul_sum]
    exact Finset.sum_le_sum fun i _ => mul_le_mul_of_nonneg_right (hμ i).2 (sq_nonneg _)
```

## The same hypotheses bound the residual

Let p be a gradient step from x_k. Since f(p) ≥ f(z), the descent inequality at u = y = x_k gives

(L/2)‖x_k − p‖² ≤ f(x_k) − f(z) ≤ 2L‖x_0 − z‖²/(k+1)².

Taking square roots and using Ax_k − b = L(x_k − p),

‖Ax_k − b‖ ≤ 2L‖x_0 − z‖/(k+1).

`residual_rate` uses the same steps, but rewrites the residual as L(x_k − p) before taking square roots.

```lean
/-- For symmetric `A` with `0 ≤ ⟨v, A v⟩ ≤ L ‖v‖²`, `L > 0` and `A z = b`, the residual of the
linear system at `x_k` is at most `2 L ‖x_0 - z‖ / (k+1)`. -/
theorem residual_rate (hA : A.IsSymmetric) (hL : 0 < L) (h0 : ∀ v, 0 ≤ ⟪v, A v⟫_ℝ)
    (h1 : ∀ v, ⟪v, A v⟫_ℝ ≤ L * ‖v‖ ^ 2) {z : E} (hz : A z = b) (x₀ : E) (k : ℕ) :
    ‖A (iterates A b L x₀ k).1 - b‖ ≤ L * (2 * ‖x₀ - z‖ / ((k : ℝ) + 1)) := by
  have m := accelerated_rate hA hL h0 h1 hz x₀ k
  generalize (iterates A b L x₀ k).1 = x at m ⊢
  -- a further gradient step cannot go below the minimum
  have d := gradStep_descent (b := b) hA hL h0 h1 x x
  rw [sub_self x, inner_zero_right] at d
  have hmin := energy_excess hA hz (gradStep A b L x)
  have hpos := h0 (gradStep A b L x - z)
  rw [gradient_eq hL.ne' x, norm_smul, Real.norm_eq_abs, abs_of_pos hL]
  have r : 2 * L * ‖x₀ - z‖ ^ 2 / ((k : ℝ) + 1) ^ 2
      = L / 2 * (2 * ‖x₀ - z‖ / ((k : ℝ) + 1)) ^ 2 := by
    rw [div_pow]
    ring
  rw [r] at m
  have hsq : ‖x - gradStep A b L x‖ ^ 2 ≤ (2 * ‖x₀ - z‖ / ((k : ℝ) + 1)) ^ 2 :=
    le_of_mul_le_mul_left (by linarith) (half_pos hL)
  exact mul_le_mul_of_nonneg_left
    ((sq_le_sq₀ (norm_nonneg _) (by positivity)).1 hsq) hL.le

end

end AcceleratedGradient
```

```lean
#print axioms AcceleratedGradient.accelerated_rate
#print axioms AcceleratedGradient.accelerated_rate_of_spectrum
#print axioms AcceleratedGradient.residual_rate
```

```
'AcceleratedGradient.accelerated_rate' depends on axioms: [propext, Classical.choice, Quot.sound]
'AcceleratedGradient.accelerated_rate_of_spectrum' depends on axioms: [propext, Classical.choice, Quot.sound]
'AcceleratedGradient.residual_rate' depends on axioms: [propext, Classical.choice, Quot.sound]
```

In electronic structure the bounds apply to real linear-response equations that have a solution and whose operator A is fixed, symmetric and positive semidefinite, with L > 0 at least its largest eigenvalue. They do not cover a self-consistent cycle in which A changes. The iterates here are real vectors; passing to floating-point iterates requires a separate rounding analysis.
